# A lower bound on the Coulomb energy of distinct equal charges in a ball

Let $N\ge 2$ unit point charges sit at distinct points $r_0,\dots,r_{N-1}$ of a ball of radius $R$ centred at the origin, in any real inner-product space. In units where two charges at distance $d$ repel with energy $1/d$, their Coulomb energy satisfies

$$U=\sum_{i<j}\frac{1}{\|r_i-r_j\|}\;\ge\;\frac{\left(N(N-1)/2\right)^{3/2}}{N R}.$$

Equality holds exactly when every pair is at distance $R\sqrt{2N/(N-1)}$. For unit vectors the bound is $\left(N(N-1)/2\right)^{3/2}/N$.

## Equal charges that cannot escape

Charges of one sign lower their energy by moving apart, and in unbounded space the energy can be made as small as one likes. The ball stands for a hard wall that prevents this. It limits how large the distances can be on average, and hence how small the energy can be.

The Thomson problem asks for the minimum of $U$ on the unit sphere in three dimensions. The bound is a floor under that minimum and in general not its value: at most four points of three-dimensional space can be mutually equidistant, so for $N\ge5$ the minimum lies strictly higher.

In simulation practice the bound can serve as a check on an energy minimiser for finitely many equal classical charges in a ball, with the bare $1/d$ interaction and no periodic images: a reported energy that lies below it by more than rounding error is wrong.

## The statement in Lean

A configuration is a map `r : Fin N → E`, with labels running from $0$ to $N-1$. The space `E` is a real inner-product space of any dimension; ordinary space is one instance, and the interaction stays $1/d$ in all of them. The set `pairs N` holds the label pairs with $i<j$, so `coulombEnergy r` counts each pair once and contains no self-energy.

The main theorem, `coulombEnergy_ball_ge`, has three hypotheses:

- `hN : 2 ≤ N` provides at least one pair.
- `hinj : Function.Injective r` says that no two charges coincide. It is needed because Lean sets $1/0=0$, which would give coincident charges zero energy.
- `hr : ∀ i, ‖r i‖ ≤ R` confines the charges to the closed ball. That $R$ is positive is derived.

The exponent `(3 / 2 : ℝ)` denotes a real power. In `thomson_lower_bound` the confinement becomes `‖r i‖ = 1`. The theorem `coulombEnergy_eq_iff` gives the equality case, with `simplexEdge N R` for $R\sqrt{2N/(N-1)}$. It does not say for which $N$ and which spaces such a configuration exists; `antipodal_attains` supplies one for $N=2$, the points $u$ and $-u$ with $\|u\|=1$.

The model is classical and static, with equal charges and no screening, neutralising background or lattice sum.

## The squared distances have a bounded sum

Write $P=N(N-1)/2$ for the number of pairs and $S=\sum_{i<j}\|r_i-r_j\|^2$. The sum over all ordered pairs counts each pair twice, and its diagonal vanishes, so

$$2S=\sum_{i,j}\left(\|r_i\|^2+\|r_j\|^2-2\langle r_i,r_j\rangle\right)=2N\sum_i\|r_i\|^2-2\Big\|\sum_i r_i\Big\|^2 .$$

Halving, dropping the negative term and using $\|r_i\|\le R$ gives

$$S=N\sum_i\|r_i\|^2-\Big\|\sum_i r_i\Big\|^2\le N\cdot N R^2=(NR)^2 .$$

## The Coulomb law lies above its tangent

Regard $1/d$ as a function of $x=d^2$, namely $x^{-1/2}$. Its slope at $x=a^2$, with $a>0$, is $-1/(2a^3)$, so the tangent there is

$$\frac1a-\frac{d^2-a^2}{2a^3}=\frac{3}{2a}-\frac{d^2}{2a^3}.$$

The gap between function and tangent is

$$g_a(d)=\frac1d-\frac{3}{2a}+\frac{d^2}{2a^3}=\frac{d^3-3a^2d+2a^3}{2a^3d}=\frac{(d-a)^2(d+2a)}{2a^3d}.$$

For $d>0$ this is nonnegative, and it vanishes only at $d=a$.

## Summing over the pairs

Choose $a$ so that $Pa^2=(NR)^2$, that is, $a=R\sqrt{2N/(N-1)}$. Summing the gaps and using $S\le Pa^2$,

$$\sum_{i<j}g_a(\|r_i-r_j\|)=U-\frac{3P}{2a}+\frac{S}{2a^3}\le U-\frac{3P}{2a}+\frac{P}{2a}=U-\frac Pa .$$

The left side is nonnegative, so $U\ge P/a$. Since $\sqrt P=NR/a$, we have $P/a=P^{3/2}/(NR)$, which is the bound.

If $U=P/a$, the gaps are nonnegative and their sum is at most zero. Each gap is then zero, and every distance equals $a$. Conversely, if all $P$ distances equal $a$, then $U=P/a$.

For $N=2$ and $R=1$ the formulas give $P=1$, $a=2$ and the bound $1/2$, which is the energy of two antipodal charges.

## The same bound for other inverse powers

For a repulsion $1/d^s$ with $s>0$, the function $x^{-s/2}$ is also strictly convex and decreasing. Its tangent at the same $a^2$ gives

$$\sum_{i<j}\frac{1}{\|r_i-r_j\|^s}\ge\frac{P}{a^s}=\frac{P^{1+s/2}}{(NR)^s},$$

with the same equality case. The code below treats only $s=1$.

## The Lean file

```lean
import Mathlib

open Finset

namespace ThomsonBound

noncomputable section

variable {E : Type*} [NormedAddCommGroup E] [InnerProductSpace ℝ E] {N : ℕ}

/-- The pairs `i < j` of `N` labelled particles. -/
def pairs (N : ℕ) : Finset (Fin N × Fin N) := univ.filter (fun p => p.1 < p.2)

/-- Coulomb energy of unit point charges at the positions `r i`, in units where two charges at
distance `d` repel with energy `1 / d`; the positions are to be distinct. -/
def coulombEnergy (r : Fin N → E) : ℝ := ∑ p ∈ pairs N, 1 / ‖r p.1 - r p.2‖

/-- The length `R √(2N/(N-1))`, for `N ≥ 2`. -/
def simplexEdge (N : ℕ) (R : ℝ) : ℝ := R * Real.sqrt (2 * N / (N - 1))

/-- The gap between `1 / d` and its tangent in the variable `d ^ 2` at `d = a`,
for positive `a` and `d`. -/
def pairExcess (a d : ℝ) : ℝ := (d - a) ^ 2 * (d + 2 * a) / (2 * a ^ 3 * d)

/-- A symmetric pair interaction without self-interaction, summed over all ordered pairs, is
twice its sum over `i < j`. -/
theorem two_mul_sum_pairs (f : Fin N → Fin N → ℝ) (hs : ∀ i j, f i j = f j i)
    (hd : ∀ i, f i i = 0) : 2 * ∑ p ∈ pairs N, f p.1 p.2 = ∑ i, ∑ j, f i j := by
  have h1 : ∑ p ∈ pairs N, f p.1 p.2 = ∑ i, ∑ j, if i < j then f i j else 0 := by
    rw [pairs, Finset.sum_filter, Fintype.sum_prod_type]
  have h2 : ∑ p ∈ pairs N, f p.1 p.2 = ∑ i, ∑ j, if j < i then f i j else 0 := by
    rw [h1, Finset.sum_comm]
    refine Finset.sum_congr rfl fun i _ => Finset.sum_congr rfl fun j _ => ?_
    rw [hs j i]
  have h3 : ∑ i, ∑ j, f i j = (∑ i, ∑ j, if i < j then f i j else 0)
      + ∑ i, ∑ j, if j < i then f i j else 0 := by
    simp only [← Finset.sum_add_distrib]
    refine Finset.sum_congr rfl fun i _ => Finset.sum_congr rfl fun j _ => ?_
    rcases lt_trichotomy i j with h | h | h
    · simp [h, lt_asymm h]
    · subst h
      simp [hd]
    · simp [h, lt_asymm h]
  linarith

/-- There are `N(N-1)/2` pairs. -/
theorem card_pairs (N : ℕ) : ((pairs N).card : ℝ) = N * (N - 1) / 2 := by
  have h := two_mul_sum_pairs (fun i j : Fin N => (1 : ℝ) - if i = j then 1 else 0)
    (by
      intro i j
      by_cases h : i = j
      · subst h
        rfl
      · simp [h, Ne.symm h])
    (by simp)
  have h1 : ∑ p ∈ pairs N, ((1 : ℝ) - if p.1 = p.2 then 1 else 0) = (pairs N).card := by
    rw [Finset.sum_congr rfl (g := fun _ => (1 : ℝ))
      (fun p hp => by simp [(Finset.mem_filter.1 hp).2.ne])]
    simp
  have h2 : ∑ i : Fin N, ∑ j : Fin N, ((1 : ℝ) - if i = j then 1 else 0) = N * (N - 1) := by
    simp only [Finset.sum_sub_distrib, Finset.sum_ite_eq, Finset.mem_univ, if_true,
      Finset.sum_const, Finset.card_univ, Fintype.card_fin, nsmul_eq_mul]
    ring
  linarith

/-- The squared pair distances sum to `N ∑ ‖r i‖²` minus the squared norm of `∑ r i`. -/
theorem sum_sq_dist (r : Fin N → E) :
    ∑ p ∈ pairs N, ‖r p.1 - r p.2‖ ^ 2 = N * ∑ i, ‖r i‖ ^ 2 - ‖∑ i, r i‖ ^ 2 := by
  have h := two_mul_sum_pairs (fun i j => ‖r i - r j‖ ^ 2)
    (fun i j => by rw [norm_sub_rev]) (by simp)
  have hin : ∑ i, ∑ j, inner ℝ (r i) (r j) = ‖∑ i, r i‖ ^ 2 := by
    rw [← real_inner_self_eq_norm_sq, sum_inner]
    simp only [inner_sum]
  have h2 : ∑ i, ∑ j, ‖r i - r j‖ ^ 2
      = 2 * (N * ∑ i, ‖r i‖ ^ 2) - 2 * ‖∑ i, r i‖ ^ 2 := by
    simp only [norm_sub_sq_real, Finset.sum_add_distrib, Finset.sum_sub_distrib,
      ← Finset.mul_sum, hin, Finset.sum_const, Finset.card_univ, Fintype.card_fin,
      nsmul_eq_mul]
    ring
  linarith

/-- For `N` points in a ball of radius `R` the squared pair distances sum to at most
`(N R)²`. -/
theorem sum_sq_dist_le {R : ℝ} (r : Fin N → E) (hr : ∀ i, ‖r i‖ ≤ R) :
    ∑ p ∈ pairs N, ‖r p.1 - r p.2‖ ^ 2 ≤ (N * R) ^ 2 := by
  have h : ∑ i, ‖r i‖ ^ 2 ≤ N * R ^ 2 := by
    calc ∑ i, ‖r i‖ ^ 2 ≤ ∑ _i : Fin N, R ^ 2 :=
          Finset.sum_le_sum fun i _ => pow_le_pow_left₀ (norm_nonneg _) (hr i) 2
      _ = N * R ^ 2 := by simp
  have h2 := mul_le_mul_of_nonneg_left h (Nat.cast_nonneg (α := ℝ) N)
  rw [sum_sq_dist]
  nlinarith [sq_nonneg ‖∑ i, r i‖]

omit [InnerProductSpace ℝ E] in
lemma radius_pos {R : ℝ} (hN : 2 ≤ N) {r : Fin N → E} (hinj : Function.Injective r)
    (hr : ∀ i, ‖r i‖ ≤ R) : 0 < R := by
  by_contra h
  have hz : ∀ i, r i = 0 := fun i => norm_le_zero_iff.1 ((hr i).trans (not_lt.1 h))
  have h01 : (⟨0, by omega⟩ : Fin N) = ⟨1, by omega⟩ := hinj ((hz _).trans (hz _).symm)
  exact absurd (congrArg Fin.val h01) (by norm_num)

omit [InnerProductSpace ℝ E] in
lemma pair_dist_pos {r : Fin N → E} (hinj : Function.Injective r) {p : Fin N × Fin N}
    (hp : p ∈ pairs N) : 0 < ‖r p.1 - r p.2‖ :=
  norm_pos_iff.2 (sub_ne_zero.2 fun h => (Finset.mem_filter.1 hp).2.ne (hinj h))

lemma pairExcess_nonneg {a d : ℝ} (ha : 0 < a) (hd : 0 < d) : 0 ≤ pairExcess a d := by
  unfold pairExcess
  positivity

lemma edge_facts {R : ℝ} (hN : 2 ≤ N) (hR : 0 < R) : 0 < simplexEdge N R ∧
    (N * R) ^ 2 = (N * (N - 1) / 2 : ℝ) * simplexEdge N R ^ 2 := by
  have h2 : (2 : ℝ) ≤ N := by exact_mod_cast hN
  have h0 : (0 : ℝ) < N := by linarith
  have h1 : (0 : ℝ) < N - 1 := by linarith
  have hq : (0 : ℝ) < 2 * N / (N - 1) := div_pos (by linarith) h1
  refine ⟨mul_pos hR (Real.sqrt_pos.2 hq), ?_⟩
  have h3 : (2 * N / (N - 1) : ℝ) * (N - 1) = 2 * N := div_mul_cancel₀ _ h1.ne'
  rw [simplexEdge, mul_pow, mul_pow, Real.sq_sqrt hq.le]
  linear_combination (-(N : ℝ) * R ^ 2 / 2) * h3

/-- For `N ≥ 2` and `R > 0`, the number `(N(N-1)/2)^(3/2) / (N R)` equals `N(N-1)/2` divided by `R
√(2N/(N-1))`. -/
theorem bound_eq {R : ℝ} (hN : 2 ≤ N) (hR : 0 < R) :
    (N * (N - 1) / 2 : ℝ) ^ (3 / 2 : ℝ) / (N * R)
      = (N * (N - 1) / 2 : ℝ) / simplexEdge N R := by
  obtain ⟨ha, he⟩ := edge_facts hN hR
  have h2 : (2 : ℝ) ≤ N := by exact_mod_cast hN
  have hNR : 0 < N * R := mul_pos (by linarith) hR
  have hP : (0 : ℝ) < N * (N - 1) / 2 :=
    div_pos (mul_pos (by linarith) (by linarith)) two_pos
  generalize (N * (N - 1) / 2 : ℝ) = P at *
  generalize simplexEdge N R = a at *
  generalize (N * R : ℝ) = b at *
  have hsq : P = (b / a) ^ 2 := by
    rw [div_pow, eq_div_iff (pow_pos ha 2).ne', he]
  have hs : Real.sqrt P = b / a := by
    rw [hsq, Real.sqrt_sq (div_pos hNR ha).le]
  rw [show (3 / 2 : ℝ) = 1 + 1 / 2 by norm_num, Real.rpow_add hP, Real.rpow_one,
    ← Real.sqrt_eq_rpow, hs]
  field_simp

/-- The energy exceeds `(N(N-1)/2)^(3/2) / (N R)` by at least the sum of the pair gaps taken at
`a = R √(2N/(N-1))`. -/
theorem sum_pairExcess_le {R : ℝ} (hN : 2 ≤ N) (r : Fin N → E)
    (hinj : Function.Injective r) (hr : ∀ i, ‖r i‖ ≤ R) :
    ∑ p ∈ pairs N, pairExcess (simplexEdge N R) ‖r p.1 - r p.2‖
      ≤ coulombEnergy r - (N * (N - 1) / 2 : ℝ) ^ (3 / 2 : ℝ) / (N * R) := by
  have hR := radius_pos hN hinj hr
  obtain ⟨ha, he⟩ := edge_facts hN hR
  have hS := sum_sq_dist_le r hr
  rw [bound_eq hN hR]
  rw [he] at hS
  have hc := card_pairs N
  generalize (N * (N - 1) / 2 : ℝ) = P at *
  generalize simplexEdge N R = a at *
  -- expand each gap into the Coulomb term and its tangent
  have hsum : ∑ p ∈ pairs N, pairExcess a ‖r p.1 - r p.2‖ = coulombEnergy r
      - P * (3 / (2 * a)) + (∑ p ∈ pairs N, ‖r p.1 - r p.2‖ ^ 2) / (2 * a ^ 3) := by
    calc _ = ∑ p ∈ pairs N, (1 / ‖r p.1 - r p.2‖ - 3 / (2 * a)
          + ‖r p.1 - r p.2‖ ^ 2 / (2 * a ^ 3)) := by
          refine Finset.sum_congr rfl fun p hp => ?_
          have hd := pair_dist_pos hinj hp
          generalize ‖r p.1 - r p.2‖ = d at *
          unfold pairExcess
          field_simp
          ring
      _ = _ := by
          rw [Finset.sum_add_distrib, Finset.sum_sub_distrib, Finset.sum_const,
            nsmul_eq_mul, hc, ← Finset.sum_div, coulombEnergy]
  have hb : (∑ p ∈ pairs N, ‖r p.1 - r p.2‖ ^ 2) / (2 * a ^ 3) ≤ P / (2 * a) := by
    calc _ ≤ P * a ^ 2 / (2 * a ^ 3) := div_le_div_of_nonneg_right hS (by positivity)
      _ = P / (2 * a) := by field_simp
  have hf : P * (3 / (2 * a)) - P / (2 * a) = P / a := by ring
  linarith

/-- `N ≥ 2` distinct unit charges in a ball of radius `R` have Coulomb energy at least
`(N(N-1)/2)^(3/2) / (N R)`. -/
theorem coulombEnergy_ball_ge {R : ℝ} (hN : 2 ≤ N) (r : Fin N → E)
    (hinj : Function.Injective r) (hr : ∀ i, ‖r i‖ ≤ R) :
    (N * (N - 1) / 2 : ℝ) ^ (3 / 2 : ℝ) / (N * R) ≤ coulombEnergy r := by
  have ha := (edge_facts hN (radius_pos hN hinj hr)).1
  have h := sum_pairExcess_le hN r hinj hr
  have h0 := Finset.sum_nonneg fun p (hp : p ∈ pairs N) =>
    pairExcess_nonneg ha (pair_dist_pos hinj hp)
  linarith

/-- `N ≥ 2` distinct unit charges on the unit sphere have Coulomb energy at least `(N(N-1)/2)^(3/2)
/ N`. -/
theorem thomson_lower_bound (hN : 2 ≤ N) (r : Fin N → E)
    (hinj : Function.Injective r) (hr : ∀ i, ‖r i‖ = 1) :
    (N * (N - 1) / 2 : ℝ) ^ (3 / 2 : ℝ) / N ≤ coulombEnergy r := by
  simpa only [mul_one] using coulombEnergy_ball_ge hN r hinj (fun i => (hr i).le)

/-- The lower bound in the ball is attained exactly when every pair of charges is at distance
`R √(2N/(N-1))`. -/
theorem coulombEnergy_eq_iff {R : ℝ} (hN : 2 ≤ N) (r : Fin N → E)
    (hinj : Function.Injective r) (hr : ∀ i, ‖r i‖ ≤ R) :
    coulombEnergy r = (N * (N - 1) / 2 : ℝ) ^ (3 / 2 : ℝ) / (N * R)
      ↔ ∀ i j, i ≠ j → ‖r i - r j‖ = simplexEdge N R := by
  have hR := radius_pos hN hinj hr
  have ha := (edge_facts hN hR).1
  constructor
  · intro hE
    have hnn : ∀ p ∈ pairs N, 0 ≤ pairExcess (simplexEdge N R) ‖r p.1 - r p.2‖ :=
      fun p hp => pairExcess_nonneg ha (pair_dist_pos hinj hp)
    have h := sum_pairExcess_le hN r hinj hr
    have hz := le_antisymm (by linarith) (Finset.sum_nonneg hnn)
    -- every single gap vanishes, which fixes the distance
    have key : ∀ i j, i < j → ‖r i - r j‖ = simplexEdge N R := by
      intro i j hij
      have hp : (i, j) ∈ pairs N := Finset.mem_filter.2 ⟨Finset.mem_univ _, hij⟩
      have h0 := (Finset.sum_eq_zero_iff_of_nonneg hnn).1 hz (i, j) hp
      have hd : 0 < ‖r i - r j‖ := pair_dist_pos hinj hp
      change pairExcess (simplexEdge N R) ‖r i - r j‖ = 0 at h0
      generalize ‖r i - r j‖ = d at *
      generalize simplexEdge N R = a at *
      have hden : 2 * a ^ 3 * d ≠ 0 := by positivity
      have hfac : d + 2 * a ≠ 0 := by positivity
      have hnum := (div_eq_zero_iff.1 h0).resolve_right hden
      have hsq := (mul_eq_zero.1 hnum).resolve_right hfac
      exact sub_eq_zero.1 (pow_eq_zero_iff two_ne_zero |>.1 hsq)
    intro i j hij
    rcases lt_or_gt_of_ne hij with h | h
    · exact key i j h
    · rw [norm_sub_rev]
      exact key j i h
  · intro h
    rw [bound_eq hN hR, coulombEnergy, Finset.sum_congr rfl
      (fun p hp => by rw [h p.1 p.2 (Finset.mem_filter.1 hp).2.ne]),
      Finset.sum_const, nsmul_eq_mul, card_pairs, mul_one_div]

/-- Two unit charges at antipodal points `u` and `-u` of the unit sphere have Coulomb energy
`(2(2-1)/2)^(3/2) / 2`. -/
theorem antipodal_attains (u : E) (hu : ‖u‖ = 1) :
    coulombEnergy ![u, -u] = ((2 : ℝ) * (2 - 1) / 2) ^ (3 / 2 : ℝ) / 2 := by
  have hp : pairs 2 = {(0, 1)} := by decide
  have hd : ‖u - -u‖ = 2 := by
    rw [sub_neg_eq_add, ← two_smul ℝ u, norm_smul, hu]
    norm_num
  rw [coulombEnergy, hp, Finset.sum_singleton]
  change 1 / ‖u - -u‖ = _
  rw [hd]
  norm_num

end

end ThomsonBound
```

```lean
#print axioms ThomsonBound.coulombEnergy_ball_ge
-- 'ThomsonBound.coulombEnergy_ball_ge' depends on axioms: [propext, Classical.choice, Quot.sound]
#print axioms ThomsonBound.thomson_lower_bound
-- 'ThomsonBound.thomson_lower_bound' depends on axioms: [propext, Classical.choice, Quot.sound]
#print axioms ThomsonBound.coulombEnergy_eq_iff
-- 'ThomsonBound.coulombEnergy_eq_iff' depends on axioms: [propext, Classical.choice, Quot.sound]
#print axioms ThomsonBound.antipodal_attains
-- 'ThomsonBound.antipodal_attains' depends on axioms: [propext, Classical.choice, Quot.sound]
```

## Pair counting and squared distances in the code

`two_mul_sum_pairs` is the double-counting step for a symmetric function with zero diagonal. It writes the pair sum once over $i<j$ and once, after exchanging the labels, over $j<i$; `lt_trichotomy` then shows that the two together make up the full double sum. `card_pairs` applies this to the function that is $1$ off the diagonal and $0$ on it, which yields $P$.

`sum_sq_dist` applies it to the squared distances. The rewrite `norm_sub_sq_real` expands each square, and `hin` identifies the double sum of inner products with $\|\sum_i r_i\|^2$. `sum_sq_dist_le` bounds each $\|r_i\|^2$ by $R^2$ and discards the negative term.

## The tangent argument in the code

Two lemmas secure the signs. `radius_pos` argues that if $R\le0$, all charges would sit at the origin, against the distinctness of $r_0$ and $r_1$. `pair_dist_pos` turns distinctness into positive distances.

`edge_facts` proves $a>0$ and $(NR)^2=Pa^2$. From these, `bound_eq` derives $P^{3/2}/(NR)=P/a$ by splitting the exponent as $1+1/2$ and inserting $\sqrt P=NR/a$.

The gap $g_a(d)$ is `pairExcess a d`, defined in its factored form, so `positivity` proves `pairExcess_nonneg` directly. The central step is `sum_pairExcess_le`, the displayed inequality for the summed gaps. Inside it, `hsum` expands each gap into the Coulomb term minus its tangent, with `field_simp` and `ring` checking the algebra; `hb` inserts the bound on $S$; and `hf` combines $3P/(2a)$ and $P/(2a)$ into $P/a$.

`coulombEnergy_ball_ge` then needs only that the summed gaps are nonnegative, and `thomson_lower_bound` sets $R=1$.

## The equality case in the code

In the forward direction of `coulombEnergy_eq_iff`, the assumed equality makes the sum of gaps zero, and `Finset.sum_eq_zero_iff_of_nonneg` passes this to each pair. The denominator and the factor $d+2a$ are nonzero, so $(d-a)^2=0$ and $d=a$. This is first shown for $i<j$ and then carried to $i>j$ by the symmetry of the distance. The reverse direction sums $P$ equal terms and uses `bound_eq`.

For `antipodal_attains`, `decide` finds the single pair $(0,1)$, and $\|u-(-u)\|=2\|u\|=2$ gives the energy $1/2$.
